# Fermi–Dirac smearing shifts a cubic polynomial by exactly (π²/6)σ²G″(μ)

A metal has electronic levels right at the chemical potential $\mu$, and a structure optimization often spreads their occupations over an energy width $\sigma$. The forces then depend on $\sigma$. Take non-interacting electrons with fixed levels and the same $\mu$ at every width, and let $G(\varepsilon)$ be one force component summed over all levels up to energy $\varepsilon$. Sharp filling gives $G(\mu)$. Fermi–Dirac filling with $\sigma=k_BT$ gives the average

$$\int_{-\infty}^{\infty} G(\mu+\sigma x)\,w(x)\,dx,\qquad w(x)=\frac{e^x}{(1+e^x)^2},$$

where $w$ is minus the derivative of the occupation $1/(1+e^x)$. If $G$ is a polynomial of degree at most 3, the smeared value minus the sharp one is exactly $\frac{\pi^2}{6}\sigma^2G''(\mu)$.

## The window, its moments and the smeared value

```lean
import Mathlib

open MeasureTheory Set Filter Topology Polynomial
open Real (exp)
open scoped Real

namespace SommerfeldSmearing

noncomputable section
```

This loads Mathlib and allows short names, such as `ℝ[X]` for real polynomials.

```lean
/-- The Fermi-Dirac smearing window, in units of the smearing width. -/
def window (x : ℝ) : ℝ := exp x / (1 + exp x) ^ 2
```

`window` is $w$, with energy measured from $\mu$ in units of $\sigma$.

```lean
/-- The `p`-th moment of the Fermi-Dirac window. -/
def moment (p : ℕ) : ℝ := ∫ x : ℝ, x ^ p * window x
```

`moment p` is $M_p=\int x^p\,w(x)\,dx$ over the whole line.

```lean
/-- The average of a polynomial `G` of the energy over a Fermi-Dirac window
centred at `μ` with width parameter `σ`. -/
def smeared (G : ℝ[X]) (μ σ : ℝ) : ℝ := ∫ x : ℝ, G.eval (μ + σ * x) * window x
```

`smeared G μ σ` is the average above, and `G.eval` evaluates the polynomial. A polynomial is a smooth model of the summed force for dense levels near $\mu$, here extended to all energies.

## Symmetry and a series for the window

```lean
/-- The window is an even function. -/
theorem window_neg (x : ℝ) : window (-x) = window x := by
  have h : exp x * exp (-x) = 1 := by rw [← Real.exp_add]; simp
  unfold window
  rw [div_eq_div_iff (by positivity) (by positivity)]
  linear_combination (exp x - exp (-x)) * h
```

A theorem gives its name, its hypotheses, the statement after the colon, and the proof after `:= by`. This one says $w(-x)=w(x)$. By hand, multiply the numerator and denominator of $e^{-x}/(1+e^{-x})^2$ by $e^{2x}$. Lean clears denominators and uses $e^xe^{-x}=1$.

```lean
/-- For positive argument the window is an alternating series of decaying exponentials. -/
theorem window_hasSum {x : ℝ} (hx : 0 < x) :
    HasSum (fun n : ℕ => (-1 : ℝ) ^ n * (((n : ℝ) + 1) * exp (-(((n : ℝ) + 1) * x))))
      (window x) := by
  have hq : ‖-exp (-x)‖ < 1 := by
    rw [norm_neg, Real.norm_of_nonneg (Real.exp_pos _).le]
    exact Real.exp_lt_one_iff.mpr (by linarith)
  have hg : HasSum (fun n : ℕ => ((n : ℝ) + 1) * (-exp (-x)) ^ n)
      (1 / (1 - -exp (-x)) ^ 2) := by
    simpa using hasSum_choose_mul_geometric_of_norm_lt_one 1 hq
  have e : (fun n : ℕ => (-1 : ℝ) ^ n * (((n : ℝ) + 1) * exp (-(((n : ℝ) + 1) * x)))) =
      fun n : ℕ => exp (-x) * (((n : ℝ) + 1) * (-exp (-x)) ^ n) := by
    funext n
    have he : exp (-(((n : ℝ) + 1) * x)) = exp (-x) ^ (n + 1) := by
      rw [← Real.exp_nat_mul]
      congr 1
      push_cast
      ring
    rw [he, neg_pow (exp (-x))]
    ring
  have e' : window x = exp (-x) * (1 / (1 - -exp (-x)) ^ 2) := by
    rw [← window_neg x, window, sub_neg_eq_add]
    ring
  rw [e, e']
  exact hg.mul_left _
```

For real terms, `HasSum f a` means that the series with terms `f n` converges absolutely and has sum `a`. For $x>0$ put $q=e^{-x}<1$. Setting $z=-q$ in $1/(1-z)^2=\sum_n(n+1)z^n$ gives

$$w(x)=\frac{q}{(1+q)^2}=\sum_{n\ge0}(-1)^n(n+1)e^{-(n+1)x}.$$

The proof takes the series from Mathlib as `hg` and multiplies it by $q$.

## Convergent moments

```lean
/-- A power times a decaying exponential is integrable on the half-line, with integral
`p! / r^(p+1)`. -/
theorem laplace_moment (p : ℕ) {r : ℝ} (hr : 0 < r) :
    IntegrableOn (fun x : ℝ => x ^ p * exp (-(r * x))) (Ioi 0) ∧
      ∫ x in Ioi (0 : ℝ), x ^ p * exp (-(r * x)) = p.factorial / r ^ (p + 1) := by
  have hv : ∫ x in Ioi (0 : ℝ), x ^ p * exp (-(r * x)) = p.factorial / r ^ (p + 1) := by
    have h := Real.integral_rpow_mul_exp_neg_mul_Ioi (a := (p : ℝ) + 1) (r := r)
      (by positivity) hr
    have h' : (1 / r) ^ ((p : ℝ) + 1) = (1 / r) ^ (p + 1) := by
      exact_mod_cast Real.rpow_natCast (1 / r) (p + 1)
    simp only [add_sub_cancel_right, Real.rpow_natCast] at h
    rw [h, h', Real.Gamma_nat_eq_factorial, one_div, inv_pow]
    ring
  refine ⟨?_, hv⟩
  by_contra hn
  have h0 := hv.symm.trans (integral_undef hn)
  have h1 : (0 : ℝ) < p.factorial / r ^ (p + 1) := by positivity
  linarith
```

For $r>0$, substituting $t=rx$ in the Gamma integral gives $\int_0^\infty x^pe^{-rx}dx=p!/r^{p+1}$. `IntegrableOn` adds that the integral converges. Mathlib assigns the value 0 to a divergent integral, so the positive value found here proves convergence.

```lean
/-- Every moment integral of the window converges. -/
theorem integrable_moment (p : ℕ) : Integrable (fun x : ℝ => x ^ p * window x) := by
  have hc : Continuous window :=
    Real.continuous_exp.div (by fun_prop) (fun x => by positivity)
  -- a non-zero integral certifies that the dominating function is integrable
  have hg : Integrable (fun x : ℝ => |x| ^ p * exp (-(1 * |x|))) := by
    by_contra hn
    have h := (integral_undef hn).symm.trans
      (integral_comp_abs (f := fun x : ℝ => x ^ p * exp (-(1 * x))))
    rw [(laplace_moment p one_pos).2] at h
    have h1 : (0 : ℝ) < p.factorial / 1 ^ (p + 1) := by positivity
    linarith
  have hb : ∀ x, window x ≤ exp (-x) := by
    intro x
    have h : exp x * exp (-x) = 1 := by rw [← Real.exp_add]; simp
    have h2 : exp (-x) * (1 + exp x) ^ 2 = exp (-x) + 2 + exp x := by
      linear_combination (2 + exp x) * h
    rw [window, div_le_iff₀ (by positivity)]
    linarith [Real.exp_pos (-x)]
  refine hg.mono' ((continuous_pow p).mul hc).aestronglyMeasurable (ae_of_all _ fun x => ?_)
  have hw : 0 ≤ window x := by unfold window; positivity
  have hx : window x ≤ exp (-|x|) := by
    rcases abs_choice x with h | h
    · rw [h]; exact hb x
    · rw [h, ← window_neg]; exact hb (-x)
  rw [norm_mul, norm_pow, Real.norm_eq_abs x, Real.norm_of_nonneg hw, one_mul]
  exact mul_le_mul_of_nonneg_left hx (by positivity)
```

Since $(1+e^x)^2\ge e^{2x}$, we have $w(x)\le e^{-x}$, and by symmetry $0\le w(x)\le e^{-|x|}$. Hence $|x|^pe^{-|x|}$ dominates $|x^pw(x)|$, and every moment converges. `hg.mono'` is this comparison.

## Integrating the series term by term

```lean
/-- For `p ≥ 2` the half-line moment is `p!` times the alternating sum of `1/(n+1)^p`. -/
theorem half_moment_hasSum {p : ℕ} (hp : 2 ≤ p) :
    HasSum (fun n : ℕ => (-1 : ℝ) ^ n * (p.factorial / ((n : ℝ) + 1) ^ p))
      (∫ x in Ioi (0 : ℝ), x ^ p * window x) := by
  let B : ℕ → ℝ → ℝ := fun n x => ((n : ℝ) + 1) * (x ^ p * exp (-(((n : ℝ) + 1) * x)))
  let F : ℕ → ℝ → ℝ := fun n x => (-1) ^ n * B n x
  have hpos (n : ℕ) : (0 : ℝ) < (n : ℝ) + 1 := by positivity
  have hB : ∀ n, ∫ x in Ioi (0 : ℝ), B n x = p.factorial / ((n : ℝ) + 1) ^ p := by
    intro n
    have hne := (hpos n).ne'
    simp only [B]
    rw [integral_const_mul, (laplace_moment p (hpos n)).2, pow_succ]
    field_simp
  have hint : ∀ n, Integrable (F n) (volume.restrict (Ioi 0)) := fun n =>
    Integrable.const_mul (Integrable.const_mul (laplace_moment p (hpos n)).1 _) _
  have hnorm : ∀ n, ∫ x in Ioi (0 : ℝ), ‖F n x‖ = p.factorial / ((n : ℝ) + 1) ^ p := by
    intro n
    rw [← hB n]
    refine setIntegral_congr_fun measurableSet_Ioi fun x hx => ?_
    have hx' : 0 < x := hx
    have h0 : 0 ≤ B n x := by simp only [B]; positivity
    show ‖(-1 : ℝ) ^ n * B n x‖ = B n x
    rw [norm_mul, norm_pow, norm_neg, norm_one, one_pow, one_mul, Real.norm_of_nonneg h0]
  have hsum : Summable fun n => ∫ x in Ioi (0 : ℝ), ‖F n x‖ := by
    simp only [hnorm]
    have h := ((summable_nat_add_iff 1).mpr
      (Real.summable_one_div_nat_pow.mpr (show 1 < p by omega))).mul_left (p.factorial : ℝ)
    refine h.congr fun n => ?_
    push_cast
    ring
  have e1 : (fun n : ℕ => (-1 : ℝ) ^ n * (p.factorial / ((n : ℝ) + 1) ^ p)) =
      fun n => ∫ x in Ioi (0 : ℝ), F n x := by
    funext n
    rw [← hB n, ← integral_const_mul]
  have e2 : ∫ x in Ioi (0 : ℝ), x ^ p * window x = ∫ x in Ioi (0 : ℝ), ∑' n, F n x := by
    refine setIntegral_congr_fun measurableSet_Ioi fun x hx => ?_
    have e : (fun n => F n x) = fun n : ℕ =>
        x ^ p * ((-1 : ℝ) ^ n * (((n : ℝ) + 1) * exp (-(((n : ℝ) + 1) * x)))) := by
      funext n
      simp only [F, B]
      ring
    show x ^ p * window x = ∑' n, F n x
    rw [e]
    exact ((window_hasSum hx).mul_left (x ^ p)).tsum_eq.symm
  -- integrate the series term by term
  rw [e1, e2]
  exact hasSum_integral_of_summable_integral_norm hint hsum
```

For $p\ge2$, integrating each term with the previous formula gives

$$\int_0^\infty x^pw\,dx=\sum_n(-1)^n(n+1)\frac{p!}{(n+1)^{p+1}}=p!\sum_n\frac{(-1)^n}{(n+1)^p}.$$

The proof turns on `hasSum_integral_of_summable_integral_norm`, which licenses the exchange of sum and integral. It asks for two things: each term must be integrable (`hint`), and the integrals of the absolute values must have a finite sum (`hsum`). Those integrals are $p!/(n+1)^p$, whose sum is finite for $p\ge2$. In return, the lemma says that the integrated terms sum to the integral of the full series.

```lean
/-- An even moment of order `p ≥ 2` in terms of the sum `Z` of `1/(n+1)^p`. -/
theorem moment_even {p : ℕ} (hpe : Even p) (hp : 2 ≤ p) {Z : ℝ}
    (hZ : HasSum (fun n : ℕ => 1 / ((n : ℝ) + 1) ^ p) Z) :
    moment p = 2 * (p.factorial * (Z - 2 * (Z / 2 ^ p))) := by
  -- split the sum into its even and odd terms, then flip the sign of the latter
  have ho : HasSum (fun m : ℕ => 1 / (((2 * m + 1 : ℕ) : ℝ) + 1) ^ p) (Z / 2 ^ p) := by
    have e : (fun m : ℕ => 1 / (((2 * m + 1 : ℕ) : ℝ) + 1) ^ p) =
        fun m : ℕ => 1 / ((m : ℝ) + 1) ^ p / 2 ^ p := by
      funext m
      have h : ((2 * m + 1 : ℕ) : ℝ) + 1 = 2 * ((m : ℝ) + 1) := by push_cast; ring
      rw [h, mul_pow, div_div, mul_comm ((2 : ℝ) ^ p)]
    rw [e]
    exact hZ.div_const _
  have he : Summable (fun m : ℕ => 1 / (((2 * m : ℕ) : ℝ) + 1) ^ p) :=
    hZ.summable.comp_injective (i := fun m : ℕ => 2 * m)
      (fun a b h => by have h' : 2 * a = 2 * b := h; omega)
  obtain ⟨E, hE⟩ := he
  have hs := (HasSum.even_add_odd (f := fun n : ℕ => 1 / ((n : ℝ) + 1) ^ p) hE ho).unique hZ
  have h1 : HasSum (fun m : ℕ => (-1 : ℝ) ^ (2 * m) / (((2 * m : ℕ) : ℝ) + 1) ^ p) E := by
    simpa only [pow_mul, neg_one_sq, one_pow] using hE
  have h2 : HasSum (fun m : ℕ => (-1 : ℝ) ^ (2 * m + 1) / (((2 * m + 1 : ℕ) : ℝ) + 1) ^ p)
      (-(Z / 2 ^ p)) := by
    have hsign : ∀ m : ℕ, (-1 : ℝ) ^ (2 * m + 1) = -1 := fun m => Odd.neg_one_pow ⟨m, rfl⟩
    simpa only [hsign, neg_div] using ho.neg
  have hA := HasSum.even_add_odd (f := fun n : ℕ => (-1 : ℝ) ^ n / ((n : ℝ) + 1) ^ p) h1 h2
  have h3 := half_moment_hasSum hp
  have e : (fun n : ℕ => (-1 : ℝ) ^ n * (p.factorial / ((n : ℝ) + 1) ^ p)) =
      fun n : ℕ => (p.factorial : ℝ) * ((-1 : ℝ) ^ n / ((n : ℝ) + 1) ^ p) := by
    funext n
    ring
  rw [e] at h3
  have habs : ∀ x : ℝ, |x| ^ p * window |x| = x ^ p * window x := by
    intro x
    rw [hpe.pow_abs]
    rcases abs_choice x with h | h <;> simp only [h, window_neg]
  have h4 := integral_comp_abs (f := fun x : ℝ => x ^ p * window x)
  simp only [habs] at h4
  rw [moment, h4, h3.unique (hA.mul_left _)]
  linear_combination 2 * (p.factorial : ℝ) * hs
```

Let $Z=\sum_n 1/(n+1)^p$. The terms with odd $n$ have even denominators and sum to $Z/2^p$; the others sum to $E=Z-Z/2^p$. The alternating sum is therefore $E-Z/2^p=Z-2Z/2^p$. For even $p$ the two half-lines contribute equally, so

$$M_p=2\,p!\left(Z-\frac{2Z}{2^p}\right).$$

In the code, `ho` and `hE` are the sums over odd and even $n$, and `integral_comp_abs` doubles the half-line.

## From moments to the smearing shift

```lean
/-- The smeared average of a polynomial of degree below `n` converges and is a finite sum of window
moments times derivatives at `μ`, with coefficients `σ^k / k!`. -/
theorem smeared_expansion (G : ℝ[X]) (μ σ : ℝ) {n : ℕ} (hn : G.natDegree < n) :
    Integrable (fun x : ℝ => G.eval (μ + σ * x) * window x) ∧
      smeared G μ σ = ∑ k ∈ Finset.range n,
        σ ^ k * moment k / k.factorial * (derivative^[k] G).eval μ := by
  have e : (fun x : ℝ => G.eval (μ + σ * x) * window x) = fun x =>
      ∑ k ∈ Finset.range n, (σ ^ k / k.factorial * (derivative^[k] G).eval μ) *
        (x ^ k * window x) := by
    funext x
    have ht : G.eval (μ + σ * x) = (taylor μ G).eval (σ * x) := by
      rw [taylor_eval, add_comm]
    rw [ht, eval_eq_sum_range' (by rwa [natDegree_taylor]), Finset.sum_mul]
    refine Finset.sum_congr rfl fun k _ => ?_
    have hc : (derivative^[k] G).eval μ = k.factorial * (taylor μ G).coeff k := by
      rw [taylor_coeff, ← factorial_smul_hasseDeriv]
      simp [nsmul_eq_mul]
    have hk : (k.factorial : ℝ) ≠ 0 := by positivity
    rw [hc, mul_pow]
    field_simp
  have hi : ∀ k ∈ Finset.range n, Integrable (fun x : ℝ =>
      (σ ^ k / k.factorial * (derivative^[k] G).eval μ) * (x ^ k * window x)) :=
    fun k _ => (integrable_moment k).const_mul _
  refine ⟨by rw [e]; exact integrable_finsetSum _ hi, ?_⟩
  rw [smeared, e, integral_finsetSum _ hi]
  refine Finset.sum_congr rfl fun k _ => ?_
  rw [integral_const_mul, moment]
  ring
```

If the degree of $G$ is below $n$, its Taylor expansion is finite:

$$G(\mu+\sigma x)=\sum_{k<n}\frac{G^{(k)}(\mu)}{k!}\sigma^kx^k.$$

Multiplying by $w$ and integrating gives $\sum_{k<n}\sigma^kM_kG^{(k)}(\mu)/k!$. Lean writes $G^{(k)}$ as `derivative^[k] G`. The theorem also states that the smeared integral converges.

```lean
/-- Up to degree five the Sommerfeld expansion has exactly the second- and fourth-derivative
corrections. -/
theorem sommerfeld_quintic (G : ℝ[X]) (hG : G.natDegree ≤ 5) (μ σ : ℝ) :
    smeared G μ σ = G.eval μ + π ^ 2 / 6 * σ ^ 2 * (derivative^[2] G).eval μ
      + 7 * π ^ 4 / 360 * σ ^ 4 * (derivative^[4] G).eval μ := by
  -- unit weight, from the antiderivative of the window
  have m0 : moment 0 = 1 := by
    have hi : Integrable window := by simpa using integrable_moment 0
    have hd : ∀ x, HasDerivAt (fun y : ℝ => -(1 + exp y)⁻¹) (window x) x := by
      intro x
      have hne : 1 + exp x ≠ 0 := by positivity
      refine (((Real.hasDerivAt_exp x).const_add 1).inv hne).neg.congr_deriv ?_
      unfold window
      ring
    have hb : Tendsto (fun y : ℝ => -(1 + exp y)⁻¹) atBot (𝓝 (-(1 + 0)⁻¹)) :=
      ((Real.tendsto_exp_atBot.const_add 1).inv₀ (by norm_num)).neg
    have ht : Tendsto (fun y : ℝ => -(1 + exp y)⁻¹) atTop (𝓝 (-0)) :=
      (tendsto_atTop_add_const_left _ 1 Real.tendsto_exp_atTop).inv_tendsto_atTop.neg
    simp only [moment, pow_zero, one_mul]
    rw [integral_of_hasDerivAt_of_tendsto hd hi hb ht]
    norm_num
  have hodd : ∀ p : ℕ, Odd p → moment p = 0 := by
    intro p hp
    have h := integral_neg_eq_self (fun x : ℝ => x ^ p * window x) volume
    simp only [hp.neg_pow, window_neg, neg_mul, integral_neg] at h
    unfold moment
    linarith
  have m2 : moment 2 = π ^ 2 / 3 := by
    rw [moment_even (by decide) le_rfl
      (by simpa using (hasSum_nat_add_iff' 1).mpr hasSum_zeta_two)]
    norm_num [Nat.factorial]
    ring
  have m4 : moment 4 = 7 * π ^ 4 / 15 := by
    rw [moment_even (by decide) (by norm_num)
      (by simpa using (hasSum_nat_add_iff' 1).mpr hasSum_zeta_four)]
    norm_num [Nat.factorial]
    ring
  rw [(smeared_expansion G μ σ (n := 6) (by omega)).2]
  simp only [Finset.sum_range_succ, Finset.sum_range_zero, m0, m2, m4,
    hodd 1 (by decide), hodd 3 (by decide), hodd 5 (by decide), Nat.factorial,
    Function.iterate_zero, id_eq]
  push_cast
  ring
```

The moments needed up to degree 5 are as follows.

- $M_0=1$, because $-1/(1+e^x)$ is an antiderivative of $w$ and rises from $-1$ to $0$.
- $M_1=M_3=M_5=0$, because the integrands are odd.
- $M_2=4\cdot\frac{\pi^2}{6}\cdot\frac12=\frac{\pi^2}{3}$, from $\sum_n 1/(n+1)^2=\pi^2/6$.
- $M_4=48\cdot\frac{\pi^4}{90}\cdot\frac78=\frac{7\pi^4}{15}$, from $\sum_n 1/(n+1)^4=\pi^4/90$.

Dividing $M_2$ by $2!$ and $M_4$ by $4!$ gives the coefficients $\pi^2/6$ and $7\pi^4/360$. The proof establishes the moments in the same way and inserts them into the expansion with `n := 6`.

```lean
/-- For a polynomial of degree at most three, Fermi-Dirac smearing shifts the value at `μ` by
exactly `(π²/6) σ² G''(μ)`. -/
theorem sommerfeld_cubic (G : ℝ[X]) (hG : G.natDegree ≤ 3) (μ σ : ℝ) :
    ∫ x : ℝ, G.eval (μ + σ * x) * (exp x / (1 + exp x) ^ 2) =
      G.eval μ + π ^ 2 / 6 * σ ^ 2 * (derivative (derivative G)).eval μ := by
  have h := sommerfeld_quintic G (by omega) μ σ
  rw [iterate_derivative_eq_zero (show G.natDegree < 4 by omega), eval_zero, mul_zero,
    add_zero] at h
  exact h
```

This is the cubic formula, with the integral written out. The fourth derivative of a cubic is zero, so the last term of the quintic formula disappears. The statement holds for every real $\sigma$; the physical width is positive.

For a smooth $G$ that grows no faster than a power of the energy, the Sommerfeld expansion is in general an asymptotic series as $\sigma\to0$. A polynomial equals its finite Taylor expansion at every energy, so its Sommerfeld series ends and gives the smeared value exactly at every width.

```lean
/-- Up to degree five, the second-derivative correction alone is exact if and only if the width
parameter or the fourth derivative at `μ` vanishes. -/
theorem second_order_exact_iff (G : ℝ[X]) (hG : G.natDegree ≤ 5) (μ σ : ℝ) :
    smeared G μ σ = G.eval μ + π ^ 2 / 6 * σ ^ 2 * (derivative^[2] G).eval μ ↔
      σ = 0 ∨ (derivative^[4] G).eval μ = 0 := by
  have hpi : 7 * π ^ 4 / 360 ≠ 0 := by positivity
  rw [sommerfeld_quintic G hG μ σ, add_eq_left, mul_eq_zero, mul_eq_zero, or_iff_right hpi,
    pow_eq_zero_iff (by norm_num)]

end

end SommerfeldSmearing
```

The symbol `↔` means "if and only if". Up to degree 5, the second-order formula misses $\frac{7\pi^4}{360}\sigma^4G''''(\mu)$, so it is exact precisely when $\sigma=0$ or $G''''(\mu)=0$. Lean subtracts the common terms and asks which factor of the remaining product vanishes.

```lean
#print axioms SommerfeldSmearing.sommerfeld_cubic
-- 'SommerfeldSmearing.sommerfeld_cubic' depends on axioms: [propext, Classical.choice, Quot.sound]
#print axioms SommerfeldSmearing.second_order_exact_iff
-- 'SommerfeldSmearing.second_order_exact_iff' depends on axioms: [propext, Classical.choice, Quot.sound]
```

## Removing the shift with two widths

In a calculation, one can evaluate the force at two positive widths $\sigma_1\ne\sigma_2$ and extrapolate linearly in $\sigma^2$. Writing $S_i$ for the smeared value at $\sigma_i$, the cubic model at fixed $\mu$ gives

$$G(\mu)=\frac{\sigma_2^2S_1-\sigma_1^2S_2}{\sigma_2^2-\sigma_1^2}.$$

A real run usually fixes the electron number, so $\mu$ moves with $\sigma$, and self-consistency changes the levels too. The model includes neither effect, and its coefficients are those of Fermi–Dirac smearing; other smearing functions generally have different ones.
